# For an even number of gamma matrices with nonzero squares, the Clifford relations and the matrix size fix the trace of every product

Let $d$ be even, and let $\gamma_0,\dots,\gamma_{d-1}$ and $\gamma'_0,\dots,\gamma'_{d-1}$ be two families of complex $N\times N$ matrices. Suppose that different members of the same family anticommute and that $\gamma_i^2=\gamma_i'^2=\eta_i\mathbf 1$ with the same nonzero numbers $\eta_i$. Then every product of the $\gamma_i$ has the same trace as the corresponding product of the $\gamma'_i$. For $d=3$ this fails: the Pauli matrices and their negatives satisfy the same relations, but the product of all three has trace $2i$ in one family and $-2i$ in the other.

## Gamma matrices in different bases

Spin sums in quantum electrodynamics lead to traces of products of gamma matrices. The Dirac, Weyl and Majorana forms of these matrices have different entries, yet a cross section must not depend on which form is used. For the four gamma matrices of four-dimensional spacetime, the theorem gives this independence at the level of the traces of finite products; it says nothing about momentum integrals or dimensional regularisation.

The relations can be written together as

$$\gamma_i\gamma_j+\gamma_j\gamma_i=2\eta_i\delta_{ij}\mathbf 1 .$$

The numbers $\eta_i$ are the diagonal entries of the metric. For a spacetime metric in an orthonormal frame they are $\pm1$, and either overall sign convention is allowed, provided that both families use the same one. The condition $\eta_i\neq0$ says that the metric is nondegenerate.

## Moving one matrix through a product

A word $w=(i_1,\dots,i_\ell)$ is a finite list of indices, with repetitions allowed. Write $\Gamma(w)=\gamma_{i_1}\cdots\gamma_{i_\ell}$ for its matrix, with $\Gamma(w)=\mathbf 1$ for the empty word, and let $n_k(w)$ be the number of times that $k$ occurs in $w$.

Moving $\gamma_k$ from the left of $\Gamma(w)$ to the right costs a minus sign for each letter different from $k$. There are $\ell-n_k(w)$ such letters, and this number has the same parity as $\ell+n_k(w)$. Hence

$$\gamma_k\Gamma(w)=(-1)^{\ell+n_k(w)}\,\Gamma(w)\gamma_k .$$

Suppose that the exponent is odd for some $k$, so that $\gamma_k$ anticommutes with $\Gamma(w)$. The trace of $\gamma_k\Gamma(w)\gamma_k$ can then be evaluated in two ways. Cyclicity gives

$$\operatorname{tr}(\gamma_k\Gamma(w)\gamma_k)=\operatorname{tr}(\Gamma(w)\gamma_k\gamma_k)=\eta_k\operatorname{tr}\Gamma(w),$$

while anticommutation gives

$$\operatorname{tr}(\gamma_k\Gamma(w)\gamma_k)=-\operatorname{tr}(\Gamma(w)\gamma_k\gamma_k)=-\eta_k\operatorname{tr}\Gamma(w).$$

Therefore $2\eta_k\operatorname{tr}\Gamma(w)=0$, and since $\eta_k\neq0$ the trace vanishes.

## Where the even number of generators enters

What remains are the words for which $\ell+n_k(w)$ is even for every $k$. Summing over all generators and using $\sum_k n_k(w)=\ell$ gives

$$\sum_{k=0}^{d-1}\bigl(\ell+n_k(w)\bigr)=d\,\ell+\ell ,$$

which is therefore even. For even $d$ the term $d\,\ell$ is even, so $\ell$ is even, and then so is every $n_k(w)$. In particular, a word of odd length cannot belong to this class, so its trace is zero.

For odd $d$ the sum is $(d+1)\ell$, which is even whatever $\ell$ is, and the argument yields nothing. The word $(0,1,2)$ for $d=3$ shows what can happen: $\ell=3$ and each letter occurs once, so its matrix commutes with all three generators although no letter occurs an even number of times.

## Removing equal letters in pairs

Now let every letter of $w$ occur an even number of times. If $w$ is empty, $\Gamma(w)=\mathbf 1$. Otherwise its first letter $k$ occurs again, and $w$ has the form $k\,s\,k\,t$ with shorter words $s$ and $t$, possibly empty. With $|s|$ for the length of $s$, the exchange rule gives

$$\gamma_k\Gamma(s)\gamma_k\Gamma(t)=(-1)^{|s|+n_k(s)}\,\Gamma(s)\gamma_k\gamma_k\Gamma(t)=(-1)^{|s|+n_k(s)}\,\eta_k\,\Gamma(s)\Gamma(t).$$

The word $s\,t$ is shorter by two letters and still contains every letter an even number of times. Repeating the step ends at the empty word, so $\Gamma(w)=c(w)\mathbf 1$, where $c(w)$ is a product of signs and numbers $\eta_k$. No matrix entry and no matrix size has entered it. The trace is

$$\operatorname{tr}\Gamma(w)=c(w)\,N .$$

With $c(w)=0$ for the words whose trace vanishes, this formula covers every word when $d$ is even. Both families thus give the same value. For example, with $i\neq j$, the word $(i,j,i,j)$ has trace $-\eta_i\eta_jN$.

## The three Pauli matrices

Number the Pauli matrices $\sigma_0,\sigma_1,\sigma_2$ for the directions $x,y,z$. Since $\sigma_0\sigma_1=i\sigma_2$, the product of all three is $\sigma_0\sigma_1\sigma_2=i\mathbf 1$, with trace $2i$. Replacing each $\sigma_j$ by $-\sigma_j$ leaves all squares and anticommutators unchanged, because these are quadratic, but multiplies the triple product by $(-1)^3$. Its trace becomes $-2i$.

## The theorem in Lean's terms

The structure `IsClifford η γ` contains the two relations: `sq` for the squares and `anti` for the anticommutation of different generators. An index has type `Fin d`, so counting starts at zero. A word is a `List (Fin d)`, and `word γ w` is the ordered product $\Gamma(w)$. The squares `η` are complex numbers, which includes the signs $\pm1$ of a metric. Neither hermiticity nor irreducibility is assumed.

The comparison of two families is `trace_word_eq`. The stronger `trace_universal` says that for each word there is a number `c` such that the trace equals `c * N` in every family of every size `N`. The order of the quantifiers matters here: `c` is chosen before the size and the matrices, so it can depend only on the word and on `η`. The vanishing of traces of odd length is `trace_odd_word`.

These theorems take the families as given and do not say for which $d$ and $N$ one exists. With nonzero squares there is none for $d=2$ and $N=1$, for example, because two nonzero numbers do not anticommute. They concern traces, and they do not construct a matrix $S$ with $\gamma'_i=S\gamma_iS^{-1}$. The metric is diagonal, and the matrices are finite.

```lean
import Mathlib

open Matrix

namespace CliffordTraceUniqueness

noncomputable section

/-- Gamma matrices of size `N`: the `i`-th one squares to the number `η i`, and different
ones anticommute. -/
structure IsClifford {d N : ℕ} (η : Fin d → ℂ)
    (γ : Fin d → Matrix (Fin N) (Fin N) ℂ) : Prop where
  sq : ∀ i, γ i * γ i = η i • (1 : Matrix (Fin N) (Fin N) ℂ)
  anti : ∀ i j, i ≠ j → γ i * γ j = -(γ j * γ i)

/-- The ordered product of gamma matrices spelled out by a list of indices. -/
def word {d N : ℕ} (γ : Fin d → Matrix (Fin N) (Fin N) ℂ) (w : List (Fin d)) :
    Matrix (Fin N) (Fin N) ℂ :=
  (w.map γ).prod

/-- Moving a gamma matrix through a word costs one sign for each letter different from it. -/
theorem word_exchange {d N : ℕ} {η : Fin d → ℂ} {γ : Fin d → Matrix (Fin N) (Fin N) ℂ}
    (hγ : IsClifford η γ) (k : Fin d) (w : List (Fin d)) :
    γ k * word γ w = (-1 : ℂ) ^ (w.length + w.count k) • (word γ w * γ k) := by
  induction w with
  | nil => simp [word]
  | cons i w ih =>
    have hcons : word γ (i :: w) = γ i * word γ w := by simp [word]
    rw [hcons]
    by_cases h : i = k
    · subst h
      have e : (-1 : ℂ) ^ ((i :: w).length + (i :: w).count i)
          = (-1) ^ (w.length + w.count i) := by
        rw [List.length_cons, List.count_cons_self,
          show w.length + 1 + (w.count i + 1) = w.length + w.count i + 2 by ring, pow_add]
        norm_num
      rw [e, mul_assoc (γ i) (word γ w), ← Matrix.mul_smul, ← ih]
    · have hc : (i :: w).count k = w.count k := by simp [h]
      have e : (-1 : ℂ) ^ ((i :: w).length + (i :: w).count k)
          = -(-1) ^ (w.length + w.count k) := by
        rw [List.length_cons, hc,
          show w.length + 1 + w.count k = w.length + w.count k + 1 by ring, pow_succ]
        ring
      rw [e, ← mul_assoc, hγ.anti k i (Ne.symm h), neg_mul, mul_assoc (γ i) (γ k), ih,
        Matrix.mul_smul, neg_smul, mul_assoc (γ i) (word γ w)]

/-- If the length of a word plus the number of times `k` occurs in it is odd, and `η k` is nonzero,
then the word has zero trace. -/
theorem trace_eq_zero_of_odd {d N : ℕ} {η : Fin d → ℂ}
    {γ : Fin d → Matrix (Fin N) (Fin N) ℂ} (hγ : IsClifford η γ) (k : Fin d)
    (hk : η k ≠ 0) (w : List (Fin d)) (hodd : Odd (w.length + w.count k)) :
    (word γ w).trace = 0 := by
  have ex := word_exchange hγ k w
  rw [hodd.neg_one_pow, neg_smul, one_smul] at ex
  -- evaluate the trace of γₖ w γₖ by cyclicity, and by anticommutation
  have h1 : (γ k * (word γ w * γ k)).trace = η k * (word γ w).trace := by
    rw [Matrix.trace_mul_comm, mul_assoc, hγ.sq, Matrix.mul_smul, mul_one,
      Matrix.trace_smul, smul_eq_mul]
  have h2 : (γ k * (word γ w * γ k)).trace = -(η k * (word γ w).trace) := by
    rw [← mul_assoc, ex, neg_mul, mul_assoc, hγ.sq, Matrix.mul_smul, mul_one,
      Matrix.trace_neg, Matrix.trace_smul, smul_eq_mul]
  have h3 : η k * (word γ w).trace = 0 := by linear_combination (h2 - h1) / 2
  exact (mul_eq_zero.mp h3).resolve_left hk

/-- For an even number of generators, a word with an even number of sign changes against
every generator has even length and contains every letter an even number of times. -/
theorem even_counts {d : ℕ} (hd : Even d) (w : List (Fin d))
    (h : ∀ k, Even (w.length + w.count k)) :
    Even w.length ∧ ∀ k, Even (w.count k) := by
  have hsum : ∀ v : List (Fin d), ∑ k, v.count k = v.length := by
    intro v
    induction v with
    | nil => simp
    | cons i v ih => simp [List.count_cons, Finset.sum_add_distrib, ih]
  -- add up the parities over all generators
  have hs : 2 ∣ ∑ k, (w.length + w.count k) := Finset.dvd_sum fun k _ => (h k).two_dvd
  rw [Finset.sum_add_distrib, hsum, Finset.sum_const, Finset.card_univ, Fintype.card_fin,
    smul_eq_mul] at hs
  have h2 : 2 ∣ d * w.length := hd.two_dvd.mul_right _
  have hl : Even w.length := even_iff_two_dvd.mpr ((Nat.dvd_add_right h2).mp hs)
  exact ⟨hl, fun k => (Nat.even_add.mp (h k)).mp hl⟩

/-- A word containing every letter an even number of times is a multiple of the identity, with the
same factor in all families of gamma matrices with the squares `η`, whatever their size. -/
theorem word_eq_scalar {d : ℕ} (η : Fin d → ℂ) (w : List (Fin d))
    (hw : ∀ k, Even (w.count k)) :
    ∃ c : ℂ, ∀ (N : ℕ) (γ : Fin d → Matrix (Fin N) (Fin N) ℂ), IsClifford η γ →
      word γ w = c • (1 : Matrix (Fin N) (Fin N) ℂ) := by
  obtain ⟨n, hn⟩ : ∃ n, w.length ≤ n := ⟨_, le_rfl⟩
  induction n generalizing w with
  | zero =>
    have h0 : w = [] := List.length_eq_zero_iff.mp (by omega)
    exact ⟨1, fun N γ _ => by simp [word, h0]⟩
  | succ n ih =>
    cases w with
    | nil => exact ⟨1, fun N γ _ => by simp [word]⟩
    | cons k v =>
      -- the first letter occurs again further on
      have hk : k ∈ v := by
        by_contra hk
        have h := hw k
        rw [List.count_cons_self, List.count_eq_zero.mpr hk] at h
        exact absurd h (by decide)
      obtain ⟨s, t, rfl⟩ := List.append_of_mem hk
      have hst : ∀ j, Even ((s ++ t).count j) := by
        intro j
        have h := hw j
        simp only [List.count_cons, List.count_append] at h ⊢
        rw [Nat.even_iff] at h ⊢
        split_ifs at h <;> omega
      obtain ⟨c, hc⟩ := ih (s ++ t) hst (by
        simp only [List.length_cons, List.length_append] at hn ⊢
        omega)
      refine ⟨(-1) ^ (s.length + s.count k) * η k * c, fun N γ hγ => ?_⟩
      have h1 : word γ (k :: (s ++ k :: t)) = γ k * word γ s * (γ k * word γ t) := by
        simp [word, mul_assoc]
      have h2 : word γ s * word γ t = c • (1 : Matrix (Fin N) (Fin N) ℂ) := by
        rw [← hc N γ hγ]
        simp [word]
      -- bring the two equal letters together and remove them
      rw [h1, word_exchange hγ, Matrix.smul_mul, mul_assoc, ← mul_assoc (γ k), hγ.sq,
        Matrix.smul_mul, one_mul, Matrix.mul_smul, h2, smul_smul, smul_smul]

/-- For an even number of generators with nonzero squares, the trace of a word is the matrix
size times a number that depends only on the word and the squares. -/
theorem trace_universal {d : ℕ} (hd : Even d) (η : Fin d → ℂ) (hη : ∀ i, η i ≠ 0)
    (w : List (Fin d)) :
    ∃ c : ℂ, ∀ (N : ℕ) (γ : Fin d → Matrix (Fin N) (Fin N) ℂ), IsClifford η γ →
      (word γ w).trace = c * N := by
  by_cases h : ∀ k, Even (w.length + w.count k)
  · obtain ⟨c, hc⟩ := word_eq_scalar η w (even_counts hd w h).2
    refine ⟨c, fun N γ hγ => ?_⟩
    rw [hc N γ hγ, Matrix.trace_smul, Matrix.trace_one, Fintype.card_fin, smul_eq_mul]
  · obtain ⟨k, hk⟩ := not_forall.mp h
    refine ⟨0, fun N γ hγ => ?_⟩
    rw [trace_eq_zero_of_odd hγ k (hη k) w (Nat.not_even_iff_odd.mp hk), zero_mul]

/-- For an even number of generators, two families of gamma matrices of the same size with
the same nonzero squares give equal traces for every word. -/
theorem trace_word_eq {d N : ℕ} (hd : Even d) {η : Fin d → ℂ} (hη : ∀ i, η i ≠ 0)
    {γ γ' : Fin d → Matrix (Fin N) (Fin N) ℂ} (hγ : IsClifford η γ)
    (hγ' : IsClifford η γ') (w : List (Fin d)) :
    (word γ w).trace = (word γ' w).trace := by
  obtain ⟨c, hc⟩ := trace_universal hd η hη w
  rw [hc N γ hγ, hc N γ' hγ']

/-- For an even number of generators with nonzero squares, the trace of a product of an odd
number of gamma matrices vanishes. -/
theorem trace_odd_word {d N : ℕ} (hd : Even d) {η : Fin d → ℂ} (hη : ∀ i, η i ≠ 0)
    {γ : Fin d → Matrix (Fin N) (Fin N) ℂ} (hγ : IsClifford η γ) (w : List (Fin d))
    (hw : Odd w.length) : (word γ w).trace = 0 := by
  by_cases h : ∀ k, Even (w.length + w.count k)
  · exact absurd (even_counts hd w h).1 (Nat.not_even_iff_odd.mpr hw)
  · obtain ⟨k, hk⟩ := not_forall.mp h
    exact trace_eq_zero_of_odd hγ k (hη k) w (Nat.not_even_iff_odd.mp hk)

/-- The three Pauli matrices. -/
def pauli : Fin 3 → Matrix (Fin 2) (Fin 2) ℂ :=
  ![!![0, 1; 1, 0], !![0, -Complex.I; Complex.I, 0], !![1, 0; 0, -1]]

/-- The Pauli matrices square to one and anticommute with each other. -/
theorem pauli_clifford : IsClifford (fun _ => 1) pauli where
  sq := by
    intro i
    ext a b
    fin_cases i <;> fin_cases a <;> fin_cases b <;>
      simp [pauli, Matrix.mul_apply, Fin.sum_univ_succ]
  anti := by
    intro i j h
    ext a b
    fin_cases i <;> fin_cases j <;> first
      | exact absurd rfl h
      | (fin_cases a <;> fin_cases b <;>
          simp [pauli, Matrix.mul_apply, Fin.sum_univ_succ])

/-- The first two and the last two Pauli matrices are two families for `d = 2` with the same
squares. -/
theorem trace_word_eq_witness :
    IsClifford (fun _ => 1) (fun i : Fin 2 => pauli i.castSucc) ∧
      IsClifford (fun _ => 1) (fun i : Fin 2 => pauli i.succ) :=
  ⟨⟨fun _ => pauli_clifford.sq _,
      fun _ _ h => pauli_clifford.anti _ _ fun e => h (Fin.castSucc_injective _ e)⟩,
    ⟨fun _ => pauli_clifford.sq _,
      fun _ _ h => pauli_clifford.anti _ _ fun e => h (Fin.succ_injective _ e)⟩⟩

/-- For `d = 3` the negated Pauli matrices obey the same relations as the Pauli matrices, but
the product of all three has trace `2i` in one family and `-2i` in the other. -/
theorem pauli_traces_differ :
    IsClifford (fun _ => 1) (fun i => -pauli i) ∧
      (word pauli [0, 1, 2]).trace = 2 * Complex.I ∧
      (word (fun i => -pauli i) [0, 1, 2]).trace = -(2 * Complex.I) := by
  have hp : pauli 0 * (pauli 1 * pauli 2)
      = Complex.I • (1 : Matrix (Fin 2) (Fin 2) ℂ) := by
    ext a b
    fin_cases a <;> fin_cases b <;>
      simp [pauli, Matrix.mul_apply, Fin.sum_univ_succ]
  have ht : (Complex.I • (1 : Matrix (Fin 2) (Fin 2) ℂ)).trace = 2 * Complex.I := by
    rw [Matrix.trace_smul, Matrix.trace_one, Fintype.card_fin, smul_eq_mul]
    push_cast
    ring
  refine ⟨⟨fun i => ?_, fun i j h => ?_⟩, ?_, ?_⟩
  · rw [neg_mul_neg]
    exact pauli_clifford.sq i
  · rw [neg_mul_neg, neg_mul_neg]
    exact pauli_clifford.anti i j h
  · simp only [word, List.map_cons, List.map_nil, List.prod_cons, List.prod_nil, mul_one]
    rw [hp, ht]
  · simp only [word, List.map_cons, List.map_nil, List.prod_cons, List.prod_nil, mul_one]
    rw [neg_mul_neg, neg_mul, hp, Matrix.trace_neg, ht]

end

end CliffordTraceUniqueness
```

```lean
#print axioms CliffordTraceUniqueness.trace_word_eq
#print axioms CliffordTraceUniqueness.trace_odd_word
#print axioms CliffordTraceUniqueness.pauli_traces_differ
```

```
'CliffordTraceUniqueness.trace_word_eq' depends on axioms: [propext, Classical.choice, Quot.sound]
'CliffordTraceUniqueness.trace_odd_word' depends on axioms: [propext, Classical.choice, Quot.sound]
'CliffordTraceUniqueness.pauli_traces_differ' depends on axioms: [propext, Classical.choice, Quot.sound]
```

## How the proof follows the calculation

`word_exchange` is the exchange rule, proved by induction on the word. When a letter `i` is put in front, there are two cases. If `i = k`, length and count both grow by one and the sign is unchanged; if not, only the length grows, and `hγ.anti` supplies the additional minus sign.

`trace_eq_zero_of_odd` evaluates the trace of $\gamma_k\Gamma(w)\gamma_k$ twice. Cyclicity, in the form of `Matrix.trace_mul_comm`, gives `h1`, and anticommutation gives `h2`. Combining them yields $\eta_k\operatorname{tr}\Gamma(w)=0$, and `hk` removes the factor $\eta_k$.

`even_counts` is the parity argument and involves no matrices. Its auxiliary statement `hsum` says that the counts of all letters add up to the length. Divisibility of the total by two, together with `hd`, then gives the even length, and the even counts follow from it.

`word_eq_scalar` removes the pairs. The induction runs over a bound `n` on the length, because the shortened word `s ++ t` is not simply the tail of the original one. `List.append_of_mem` finds a further occurrence of the first letter, and `hst` checks that all counts remain even. The factor is fixed as `(-1) ^ (s.length + s.count k) * η k * c` before any matrices are introduced, and the last rewriting carries out the displayed calculation. This lemma needs neither an even $d$ nor nonzero squares.

`trace_universal` joins the two cases. If all exponents are even, the word is a multiple of the identity, whose trace supplies the factor $N$; if some exponent is odd, `c` is zero. `trace_word_eq` applies this result to both families with the same `c`. `trace_odd_word` uses the same division into cases, and `even_counts` rules out the first of them.

The Pauli relations in `pauli_clifford` are checked entry by entry. `trace_word_eq_witness` takes from them two different families for $d=2$, namely $(\sigma_0,\sigma_1)$ and $(\sigma_1,\sigma_2)$, to which the comparison theorem applies. In `pauli_traces_differ`, `hp` is the identity $\sigma_0\sigma_1\sigma_2=i\mathbf 1$; `neg_mul_neg` cancels the signs in the quadratic relations, while in the triple product one sign survives.
